# Paired natural orbitals and nonnegative spin contamination in an unrestricted determinant

**Q:** Take two electrons in two orthonormal orbitals φ1 and φ2. The α electron occupies c φ1 + s φ2, the β electron c φ1 − s φ2, with c and s real and c² + s² = 1. What do their density matrices tell me about spin?

**A:** Call the density matrices Da and Db. Their diagonals agree and their off-diagonal entries are cs and −cs. Half the sum and half the difference are therefore

P = (Da + Db)/2 = diag(c², s²)

M = (Da − Db)/2 = cs (|φ1⟩⟨φ2| + |φ2⟩⟨φ1|)

The natural orbitals, which are the eigenvectors of P, are φ1 and φ2. Their eigenvalues c² and s² add to 1, and M turns each orbital into a multiple of the other. With c = 0.8 and s = 0.6, P has eigenvalues 0.64 and 0.36, and M φ1 = 0.48 φ2. The overlap of the two occupied orbitals is c² − s² = 0.28, so

tr Db − tr(Da Db) = 1 − 0.28² = 0.9216

This number is the spin contamination. For any number of electrons in a single determinant of purely α and purely β spin orbitals over a finite orthonormal basis, which is the setting of unrestricted Hartree–Fock, the eigenvalues of P other than 0 and 1 pair in the same way, ν with 1 − ν (an orbital with eigenvalue 1/2 may be its own partner), and tr Db − tr(Da Db) is never negative.

```lean
import Mathlib

open Matrix
open scoped ComplexOrder

namespace SpinContamination

noncomputable section

variable {n : Type*} [Fintype n]
```

**Q:** What makes a matrix in Lean the density of a determinant?

**A:** The index type `n` labels the orthonormal spatial orbitals. For one spin species, the density matrix of a determinant is the orthogonal projector onto the occupied space, so it is Hermitian and idempotent. Those are the two fields of `IsProjector`, and the trace is the electron number. Neither matrix has to come from a converged calculation.

```lean
/-- The density matrix of one spin species in a single determinant, in an orthonormal
orbital basis: a Hermitian idempotent matrix. -/
structure IsProjector (D : Matrix n n ℂ) : Prop where
  herm : D.IsHermitian
  idem : D * D = D
```

**Q:** Your P is half of what I call the total density.

**A:** Yes. An eigenvalue ν of P corresponds to a natural occupation number 2ν, so a pair ν and 1 − ν means occupations adding to 2. In the example they are 1.28 and 0.72.

```lean
/-- Half the total density matrix, `P = (Da + Db) / 2`. -/
def chargeDensity (Da Db : Matrix n n ℂ) : Matrix n n ℂ := (1 / 2 : ℂ) • (Da + Db)
```

M likewise carries a factor of one half relative to the usual spin density matrix.

```lean
/-- Half the spin density matrix, `M = (Da - Db) / 2`. -/
def spinDensity (Da Db : Matrix n n ℂ) : Matrix n n ℂ := (1 / 2 : ℂ) • (Da - Db)
```

**Q:** And why does tr Db − tr(Da Db) deserve the name contamination?

**A:** With Na and Nb electrons of each spin and m = (Na − Nb)/2, such a determinant has, in units with ħ = 1,

⟨S²⟩ = m(m + 1) + Nb − tr(Da Db)

For Na ≥ Nb, the last two terms are the excess over the value for a pure state of spin m. The Lean code contains no spin operators, so this formula motivates the definition and is not one of its theorems. The theorems about the trace expression need no ordering of Na and Nb, but the reading as an excess does.

```lean
/-- The trace expression `tr Db - tr (Da Db)`. For the densities of a determinant with at least as
many α as β electrons, it is the spin contamination. -/
def contamination (Da Db : Matrix n n ℂ) : ℂ := Db.trace - (Da * Db).trace
```

**Q:** Where does the pairing come from in general?

**A:** From two identities that use only Da² = Da and Db² = Db. Multiply out, keeping the order of the factors:

PM = (Da − Da Db + Db Da − Db)/4

MP = (Da + Da Db − Db Da − Db)/4

The mixed products cancel in the sum, leaving PM + MP = (Da − Db)/2 = M. In Lean, `simp only` expands the products and applies idempotency, and `module` collects the coefficients.

```lean
/-- The charge and spin densities of two idempotent matrices satisfy `P M + M P = M`. -/
theorem charge_mul_spin_add {Da Db : Matrix n n ℂ} (ha : Da * Da = Da) (hb : Db * Db = Db) :
    chargeDensity Da Db * spinDensity Da Db + spinDensity Da Db * chargeDensity Da Db
      = spinDensity Da Db := by
  simp only [chargeDensity, spinDensity, Matrix.smul_mul, Matrix.mul_smul, Matrix.add_mul,
    Matrix.mul_add, Matrix.sub_mul, Matrix.mul_sub, ha, hb]
  module
```

For the squares,

P² = (Da + Db + Da Db + Db Da)/4

M² = (Da + Db − Da Db − Db Da)/4

Adding them gives P² + M² = (Da + Db)/2 = P, hence M² = P − P². The proof has the same two steps.

```lean
/-- The square of the spin density is the deviation of the charge density from
idempotency, `M² = P - P²`. -/
theorem spin_mul_spin {Da Db : Matrix n n ℂ} (ha : Da * Da = Da) (hb : Db * Db = Db) :
    spinDensity Da Db * spinDensity Da Db
      = chargeDensity Da Db - chargeDensity Da Db * chargeDensity Da Db := by
  simp only [chargeDensity, spinDensity, Matrix.smul_mul, Matrix.mul_smul, Matrix.add_mul,
    Matrix.mul_add, Matrix.sub_mul, Matrix.mul_sub, ha, hb]
  module
```

**Q:** Now give me an eigenvector, Pv = νv with v ≠ 0.

**A:** The first identity moves P past M:

P(Mv) = Mv − M(Pv) = (1 − ν) Mv

This makes Mv an eigenvector only if it is nonzero, which the second identity settles:

M(Mv) = Pv − P(Pv) = ν(1 − ν) v

If ν is neither 0 nor 1, the right side is nonzero, so Mv cannot vanish. The two bullets of the proof are these two calculations, with the nonvanishing first.

```lean
/-- The spin density maps a natural orbital with eigenvalue `ν` of `P`, other than 0 and 1,
to a nonzero natural orbital with eigenvalue `1 - ν`. -/
theorem natural_orbital_pairing {Da Db : Matrix n n ℂ} (ha : Da * Da = Da)
    (hb : Db * Db = Db) {ν : ℂ} (h0 : ν ≠ 0) (h1 : ν ≠ 1) {v : n → ℂ} (hv : v ≠ 0)
    (h : chargeDensity Da Db *ᵥ v = ν • v) :
    spinDensity Da Db *ᵥ v ≠ 0 ∧
      chargeDensity Da Db *ᵥ (spinDensity Da Db *ᵥ v)
        = (1 - ν) • (spinDensity Da Db *ᵥ v) := by
  constructor
  · intro hM
    -- applying the spin density twice multiplies the orbital by ν (1 - ν)
    have h2 : spinDensity Da Db *ᵥ (spinDensity Da Db *ᵥ v) = (ν * (1 - ν)) • v := by
      rw [Matrix.mulVec_mulVec, spin_mul_spin ha hb, Matrix.sub_mulVec,
        ← Matrix.mulVec_mulVec, h, Matrix.mulVec_smul, h]
      module
    rw [hM, Matrix.mulVec_zero] at h2
    rcases smul_eq_zero.1 h2.symm with h3 | h3
    · exact mul_ne_zero h0 (sub_ne_zero.2 (Ne.symm h1)) h3
    · exact hv h3
  · -- move P through M with P M = M - M P
    have h2 := eq_sub_of_add_eq (charge_mul_spin_add ha hb)
    rw [Matrix.mulVec_mulVec, h2, Matrix.sub_mulVec, ← Matrix.mulVec_mulVec, h,
      Matrix.mulVec_smul]
    module
```

**Q:** The statement allows complex ν and never asks for Hermitian matrices. Is that still my physics?

**A:** It contains your physics. For Hermitian projectors, P is an average of two projectors, so its eigenvalues are real and lie between 0 and 1; the hypotheses `h0` and `h1` then select 0 < ν < 1. M is also Hermitian in that case, so for a unit vector v

‖Mv‖² = v†M²v = ν(1 − ν)

and the normalised partner is Mv/√(ν(1 − ν)). In the example √(0.64 · 0.36) = 0.48, the factor found above. At ν = 1/2 the partner lies in the same eigenspace and may be proportional to v itself.

**Q:** What if several natural orbitals share an eigenvalue?

**A:** Then M acts on the whole eigenspace. It sends the eigenspace of ν into that of 1 − ν, and no nonzero vector goes to zero, so the map is injective and the first dimension is at most the second. Lean writes P as the linear map `mulVecLin`, restricts M to the eigenspace with `restrict`, and compares dimensions through `finrank`.

```lean
/-- For `ν` other than 0 and 1, the degeneracy of `ν` as an eigenvalue of `P` is at most
that of `1 - ν`. -/
theorem degeneracy_le {Da Db : Matrix n n ℂ} (ha : Da * Da = Da) (hb : Db * Db = Db)
    {ν : ℂ} (h0 : ν ≠ 0) (h1 : ν ≠ 1) :
    Module.finrank ℂ (Module.End.eigenspace (chargeDensity Da Db).mulVecLin ν)
      ≤ Module.finrank ℂ
        (Module.End.eigenspace (chargeDensity Da Db).mulVecLin (1 - ν)) := by
  have hmap : ∀ x ∈ Module.End.eigenspace (chargeDensity Da Db).mulVecLin ν,
      (spinDensity Da Db).mulVecLin x ∈
        Module.End.eigenspace (chargeDensity Da Db).mulVecLin (1 - ν) := by
    intro x hx
    rw [Module.End.mem_eigenspace_iff] at hx ⊢
    by_cases hx0 : x = 0
    · simp [hx0]
    · exact (natural_orbital_pairing ha hb h0 h1 hx0 hx).2
  -- the spin density is injective between the two eigenspaces
  apply LinearMap.finrank_le_finrank_of_injective
    (f := (spinDensity Da Db).mulVecLin.restrict hmap)
  rw [injective_iff_map_eq_zero]
  intro x hx
  by_contra hne
  have hx0 : (x : n → ℂ) ≠ 0 := fun h => hne (Subtype.ext h)
  exact (natural_orbital_pairing ha hb h0 h1 hx0
    (Module.End.mem_eigenspace_iff.1 x.2)).1 (congrArg Subtype.val hx)
```

Since 1 − ν is also neither 0 nor 1, the same inequality applies to it, and 1 − (1 − ν) = ν turns it into the reverse bound. The two degeneracies are equal.

```lean
/-- The eigenvalues `ν` and `1 - ν` of `P` are equally degenerate when `ν` is neither
0 nor 1. -/
theorem degeneracy_eq {Da Db : Matrix n n ℂ} (ha : Da * Da = Da) (hb : Db * Db = Db)
    {ν : ℂ} (h0 : ν ≠ 0) (h1 : ν ≠ 1) :
    Module.finrank ℂ (Module.End.eigenspace (chargeDensity Da Db).mulVecLin ν)
      = Module.finrank ℂ
        (Module.End.eigenspace (chargeDensity Da Db).mulVecLin (1 - ν)) := by
  apply le_antisymm (degeneracy_le ha hb h0 h1)
  have h2 : 1 - ν ≠ 1 := fun h => h0 (by linear_combination -h)
  have h3 := degeneracy_le ha hb (sub_ne_zero.2 (Ne.symm h1)) h2
  rwa [sub_sub_cancel] at h3
```

**Q:** A difference of traces could have either sign. What fixes it?

**A:** It is a sum of squares in disguise. Let X = Db − Da Db, which is what remains of Db after projecting out the α occupied space. Here Hermiticity matters, because it gives X† = Db − Db Da. Then

X†X = Db² − Db Da Db − Db Da Db + Db Da² Db = Db − Db Da Db

Taking the trace, and using its cyclic property with Db² = Db,

tr(X†X) = tr Db − tr(Da Db)

while for any matrix tr(X†X) = Σ_i Σ_j |X_ij|². In the proof, `hX` is the matrix product, `hT` is the trace, and the remaining lines write the trace as the double sum.

```lean
/-- The spin contamination is the sum of the squared moduli of the entries of
`Db - Da Db`, the part of the β density outside the α occupied space. -/
theorem contamination_eq_sum {Da Db : Matrix n n ℂ} (ha : IsProjector Da)
    (hb : IsProjector Db) :
    contamination Da Db = ((∑ i, ∑ j, ‖(Db - Da * Db) i j‖ ^ 2 : ℝ) : ℂ) := by
  have hX : (Db - Da * Db)ᴴ * (Db - Da * Db) = Db - Db * (Da * Db) := by
    rw [Matrix.conjTranspose_sub, Matrix.conjTranspose_mul, ha.herm.eq, hb.herm.eq]
    calc (Db - Db * Da) * (Db - Da * Db)
        = Db * Db - Db * Da * Db - Db * Da * Db + Db * (Da * Da) * Db := by noncomm_ring
      _ = Db - Db * (Da * Db) := by
        rw [ha.idem, hb.idem]
        noncomm_ring
  have hT : contamination Da Db = ((Db - Da * Db)ᴴ * (Db - Da * Db)).trace := by
    rw [hX, Matrix.trace_sub, Matrix.trace_mul_comm Db (Da * Db), Matrix.mul_assoc, hb.idem,
      contamination]
  rw [hT]
  -- the trace of X†X is the sum of squared moduli
  generalize Db - Da * Db = X
  simp only [Matrix.trace, Matrix.diag_apply, Matrix.mul_apply, Matrix.conjTranspose_apply]
  rw [Finset.sum_comm]
  push_cast
  exact Finset.sum_congr rfl fun i _ => Finset.sum_congr rfl fun j _ => Complex.conj_mul' _
```

**Q:** The contamination is typed as a complex number. What does `0 ≤` mean for it?

**A:** With the order opened by `ComplexOrder`, it means that the number is real and nonnegative. If it is zero, every |X_ij|² is zero, so X = 0 and Da Db = Db. Conversely, Da Db = Db makes the two traces equal. The proof extracts the vanishing terms in two stages, first the rows and then the entries within a row.

**Q:** And Da Db = Db is the ROHF condition?

**A:** It says that every occupied β orbital lies in the α occupied space. One can then choose common spatial orbitals for the β electrons and their α partners, with the remaining α electrons in singly occupied orbitals. That is the form of a high-spin restricted open-shell determinant, or of a closed-shell one when Na = Nb. The condition concerns this form only; it does not say that the orbitals minimise the ROHF energy.

```lean
/-- For two Hermitian idempotent matrices, `contamination Da Db` is real and nonnegative, and it
vanishes exactly when `Da Db = Db`. -/
theorem contamination_nonneg_and_eq_zero_iff {Da Db : Matrix n n ℂ} (ha : IsProjector Da)
    (hb : IsProjector Db) :
    0 ≤ contamination Da Db ∧ (contamination Da Db = 0 ↔ Da * Db = Db) := by
  refine ⟨?_, fun h => ?_, fun h => by rw [contamination, h, sub_self]⟩
  · rw [contamination_eq_sum ha hb]
    exact Complex.zero_le_real.2 (by positivity)
  · rw [contamination_eq_sum ha hb, Complex.ofReal_eq_zero] at h
    -- a vanishing sum of squares has vanishing terms
    have hrow : ∀ i ∈ Finset.univ, 0 ≤ ∑ j, ‖(Db - Da * Db) i j‖ ^ 2 :=
      fun i _ => by positivity
    ext i j
    have hi := (Finset.sum_eq_zero_iff_of_nonneg hrow).1 h i (Finset.mem_univ i)
    have hent : ∀ k ∈ Finset.univ, 0 ≤ ‖(Db - Da * Db) i k‖ ^ 2 := fun k _ => by positivity
    have hj := (Finset.sum_eq_zero_iff_of_nonneg hent).1 hi j (Finset.mem_univ j)
    have hz : (Db - Da * Db) i j = 0 := norm_eq_zero.1 (pow_eq_zero_iff two_ne_zero |>.1 hj)
    rw [Matrix.sub_apply] at hz
    exact (sub_eq_zero.1 hz).symm
```

**Q:** Can I get the contamination without the separate spin densities?

**A:** Yes, from P and the two electron numbers. By the formula for M²,

2 tr(P − P²) = 2 tr M² = (Na + Nb)/2 − tr(Da Db)

Subtracting (Na − Nb)/2 leaves Nb − tr(Da Db). In the example this is 2(0.2304 + 0.2304) − 0 = 0.9216, as before. The proof computes M² in `hM`, takes traces, and finishes with `ring`.

```lean
/-- The spin contamination is twice the trace of `P - P²` minus half the difference of the
α and β electron numbers. -/
theorem contamination_eq_charge {Da Db : Matrix n n ℂ} (ha : Da * Da = Da)
    (hb : Db * Db = Db) :
    contamination Da Db
      = 2 * (chargeDensity Da Db - chargeDensity Da Db * chargeDensity Da Db).trace
        - (Da.trace - Db.trace) / 2 := by
  have hM : spinDensity Da Db * spinDensity Da Db
      = (1 / 4 : ℂ) • (Da + Db - Da * Db - Db * Da) := by
    simp only [spinDensity, Matrix.smul_mul, Matrix.mul_smul, Matrix.sub_mul,
      Matrix.mul_sub, ha, hb]
    module
  rw [← spin_mul_spin ha hb, hM, Matrix.trace_smul, Matrix.trace_sub, Matrix.trace_sub,
    Matrix.trace_add, Matrix.trace_mul_comm Db Da, contamination, smul_eq_mul]
  ring
```

**Q:** Where would I meet this in a program?

**A:** In an unrestricted Hartree–Fock code working with a nonorthogonal atomic basis of overlap matrix S, the contamination is Nb − tr(Da S Db S). The matrices S^(1/2) Da S^(1/2) and S^(1/2) Db S^(1/2) are the orthonormal-basis densities to which the theorems apply. Diagonalising their sum gives the natural occupations, and those other than 0, 1 and 2 should occur in pairs adding to 2. A violation beyond rounding error points to a density that is not idempotent or to a mistake in the basis transformation.

**Q:** Then let me see the two-orbital case in Lean as well.

**A:** The density of a real orbital with coefficients (c, s) has entries c², cs, cs and s².

```lean
/-- The density matrix of one electron in the real orbital with coefficients `(c, s)`. -/
def orbitalDensity (c s : ℝ) : Matrix (Fin 2) (Fin 2) ℂ :=
  !![(c : ℂ) ^ 2, (c : ℂ) * s; (c : ℂ) * s, (s : ℂ) ^ 2]
```

Its square is (c² + s²) times itself, so normalisation makes it idempotent. It is real and symmetric, hence Hermitian.

```lean
/-- A normalised real orbital in a two-orbital basis has a Hermitian idempotent density. -/
theorem orbitalDensity_isProjector {c s : ℝ} (h : c ^ 2 + s ^ 2 = 1) :
    IsProjector (orbitalDensity c s) := by
  have hC : (c : ℂ) ^ 2 + (s : ℂ) ^ 2 = 1 := by exact_mod_cast h
  constructor
  · apply Matrix.IsHermitian.ext
    intro i j
    fin_cases i <;> fin_cases j <;> simp [orbitalDensity]
  · have hs : orbitalDensity c s * orbitalDensity c s
        = ((c : ℂ) ^ 2 + (s : ℂ) ^ 2) • orbitalDensity c s := by
      ext i j
      fin_cases i <;> fin_cases j <;>
        simp [orbitalDensity, Matrix.mul_apply, Fin.sum_univ_succ] <;> ring
    rw [hs, hC, one_smul]
```

The last theorem replaces s by −s for the β electron. It confirms that both matrices are projectors and that P = diag(c², s²). For the contamination, the traces give

(c² + s²) − (c² − s²)² = 1 − (c² − s²)² = 4c²s²

where the last step uses 1 = (c² + s²)². The `linear_combination` line supplies the multiple of the normalisation condition that this needs.

```lean
/-- For an α electron in the orbital `(c, s)` and a β electron in `(c, -s)`, both densities
are projectors, `P` is diagonal with entries `c²` and `s²`, and the contamination is
`4 c² s²`. -/
theorem contamination_witness {c s : ℝ} (h : c ^ 2 + s ^ 2 = 1) :
    IsProjector (orbitalDensity c s) ∧ IsProjector (orbitalDensity c (-s)) ∧
      chargeDensity (orbitalDensity c s) (orbitalDensity c (-s))
        = !![(c : ℂ) ^ 2, 0; 0, (s : ℂ) ^ 2] ∧
      contamination (orbitalDensity c s) (orbitalDensity c (-s))
        = 4 * (c : ℂ) ^ 2 * (s : ℂ) ^ 2 := by
  have hC : (c : ℂ) ^ 2 + (s : ℂ) ^ 2 = 1 := by exact_mod_cast h
  refine ⟨orbitalDensity_isProjector h, orbitalDensity_isProjector (by simpa using h), ?_, ?_⟩
  · ext i j
    fin_cases i <;> fin_cases j <;> simp [chargeDensity, orbitalDensity] <;> ring
  · simp only [contamination, orbitalDensity, Matrix.mul_fin_two, Matrix.trace_fin_two_of,
      Complex.ofReal_neg]
    linear_combination (-((c : ℂ) ^ 2 + (s : ℂ) ^ 2)) * hC

end

end SpinContamination
```

**Q:** So the contamination runs from zero to one here?

**A:** Yes. It is zero when c or s vanishes, since both electrons then share one spatial orbital, and it is one when c² = s² = 1/2, where the two occupied orbitals are orthogonal and both eigenvalues of P equal 1/2.

```lean
#print axioms SpinContamination.natural_orbital_pairing
#print axioms SpinContamination.degeneracy_eq
#print axioms SpinContamination.contamination_nonneg_and_eq_zero_iff
#print axioms SpinContamination.contamination_eq_charge
```

```
'SpinContamination.natural_orbital_pairing' depends on axioms: [propext, Classical.choice, Quot.sound]
'SpinContamination.degeneracy_eq' depends on axioms: [propext, Classical.choice, Quot.sound]
'SpinContamination.contamination_nonneg_and_eq_zero_iff' depends on axioms: [propext, Classical.choice, Quot.sound]
'SpinContamination.contamination_eq_charge' depends on axioms: [propext, Classical.choice, Quot.sound]
```
